# Repulsive separable interaction: one secular root directly above each distinct, coupled level

Take two levels, e_0 = 0 and e_1 = 1, with unit weights and coupling V = 1. The secular equation is

1/x + 1/(x − 1) = 1.

Clearing denominators gives x² − 3x + 1 = 0, with roots (3 ± √5)/2, about 0.382 and 2.618. One root lies between the levels and one above both. The upward shifts, 0.382 and 1.618, add up to 2, which is V times the total weight.

## Brackets and the sum of shifts

For n levels e_0 < … < e_(n−1), weights a_k > 0 and V > 0, let

F(x) = Σ_k a_k/(x − e_k).

The equation V F(x) = 1 has exactly n real roots x_0 < … < x_(n−1), and

e_k < x_k for all k, x_k < e_l whenever k < l,

Σ_k (x_k − e_k) = V Σ_k a_k.

A code that diagonalises a diagonal matrix plus a rank-one term can use these intervals as brackets. Since all shifts are positive, the top root lies no higher than e_(n−1) + V Σ_k a_k. The sum rule is a cheap check on the computed roots, though compensating errors can pass it.

In quantum mechanics, the equation gives energies of a finite set of levels coupled by a single separable term, with real, energy-independent couplings.

## From the Hamiltonian to the roots

Let g_k be the real amplitude with which level k enters the interaction, and let ψ_k be the state's amplitude on that level:

(Hψ)_k = e_k ψ_k + V g_k S, S = Σ_j g_j ψ_j.

If Hψ = xψ with x off the levels, then ψ_k = V g_k S/(x − e_k). Here S ≠ 0, since otherwise ψ = 0. Multiplying by g_k, summing and dividing by S gives V F(x) = 1 with a_k = g_k². Conversely, a root x gives the nonzero eigenvector ψ_k = g_k/(x − e_k), for which V S = 1.

To locate the roots, isolate one pole:

(x − e_k)(1 − V F(x)) = (x − e_k)(1 − V Σ_(j≠k) a_j/(x − e_j)) − V a_k.

The right side tends to −V a_k < 0 as x → e_k. Thus V F > 1 just above a level and V F < 1 just below one. Above the top level, put A = Σ_k a_k and x = e_(n−1) + V A + 1. Every denominator is at least V A + 1, so V F(x) ≤ V A/(V A + 1) < 1. By continuity, there is a root above each level and below the next, if there is one.

To exclude further roots, define

P(x) = ∏_k (x − e_k) − V Σ_k a_k ∏_(j≠k) (x − e_j).

Off the levels, P(x) = ∏_k (x − e_k) · (1 − V F(x)). P is monic of degree n and vanishes at the n distinct roots found, so P(x) = ∏_k (x − x_k). Any other secular root would also be a zero of P. For n ≥ 1, the coefficients of x^(n−1) give

−Σ_k e_k − V Σ_k a_k = −Σ_k x_k,

which is the sum rule; for n = 0 both sides of that rule are zero. Dividing P by ∏_k (z − e_k) at complex z off the levels gives

1 − V F(z) = ∏_k (z − x_k)/(z − e_k).

## The Lean file

```lean
import Mathlib

open Finset Polynomial

namespace SeparableSecular

noncomputable section

variable {n : ℕ} {e a : Fin n → ℝ} {V : ℝ}

/-- The sum `∑ a k / (x - e k)` over levels `e k` with weights `a k`. -/
def poleSum (e a : Fin n → ℝ) (x : ℝ) : ℝ := ∑ k, a k / (x - e k)

/-- An energy off the bare levels that solves the secular equation `V ∑ a k / (x - e k) = 1`. -/
def IsSecularRoot (e a : Fin n → ℝ) (V x : ℝ) : Prop :=
  (∀ k, x ≠ e k) ∧ V * poleSum e a x = 1

/-- Bare levels `e` plus the separable interaction `V |g⟩⟨g|`, acting on amplitudes `ψ`. -/
def hamiltonian (e g : Fin n → ℝ) (V : ℝ) (ψ : Fin n → ℝ) : Fin n → ℝ :=
  fun k => e k * ψ k + V * g k * ∑ j, g j * ψ j

/-- The secular polynomial: `1 - V ∑ a k / (x - e k)` multiplied by `∏ (x - e k)`, with the
denominators cancelled. -/
def secularPoly (e a : Fin n → ℝ) (V : ℝ) : ℝ[X] :=
  (∏ k, (X - C (e k))) - C V * ∑ k, C (a k) * ∏ j ∈ univ.erase k, (X - C (e j))

/-- Off the bare levels, `x` is an eigenvalue of the separable Hamiltonian exactly when it
solves the secular equation with weights `g k ^ 2`. -/
theorem eigenvalue_iff_secular (g : Fin n → ℝ) {x : ℝ} (hx : ∀ k, x ≠ e k) :
    (∃ ψ, ψ ≠ 0 ∧ hamiltonian e g V ψ = x • ψ) ↔
      IsSecularRoot e (fun k => g k ^ 2) V x := by
  have hne : ∀ k, x - e k ≠ 0 := fun k => sub_ne_zero.mpr (hx k)
  constructor
  · rintro ⟨ψ, h0, h⟩
    obtain ⟨S, hS⟩ : ∃ S, S = ∑ j, g j * ψ j := ⟨_, rfl⟩
    have hψ : ∀ k, ψ k = V * g k * S / (x - e k) := by
      intro k
      have hk := congrFun h k
      simp only [hamiltonian, Pi.smul_apply, smul_eq_mul, ← hS] at hk
      rw [eq_div_iff (hne k)]
      linear_combination -hk
    -- the overlap with the form factor cannot vanish
    have hS0 : S ≠ 0 := by
      intro hz
      apply h0
      funext k
      rw [hψ k, hz]
      simp
    refine ⟨hx, mul_right_cancel₀ hS0 ?_⟩
    have h1 : S = V * poleSum e (fun k => g k ^ 2) x * S := by
      conv_lhs => rw [hS]
      rw [poleSum, mul_sum, sum_mul]
      refine sum_congr rfl fun k _ => ?_
      rw [hψ k]
      ring
    rw [one_mul]
    exact h1.symm
  · rintro ⟨-, h⟩
    have hT : ∑ j, g j * (g j / (x - e j)) = poleSum e (fun k => g k ^ 2) x :=
      sum_congr rfl fun k _ => by ring
    refine ⟨fun k => g k / (x - e k), fun h0 => ?_, ?_⟩
    · have hz : ∀ j, g j / (x - e j) = 0 := fun j => congrFun h0 j
      rw [← hT] at h
      simp only [hz, mul_zero, sum_const_zero] at h
      exact zero_ne_one h
    · funext k
      simp only [hamiltonian, Pi.smul_apply, smul_eq_mul, hT]
      have h2 : (x - e k) * (g k / (x - e k)) = g k := mul_div_cancel₀ _ (hne k) |> fun _ => by
        have := hne k
        field_simp
      linear_combination g k * h - h2

/-- For `V > 0` and distinct levels, close to a level `e k` with `a k > 0`, the quantity `1 - V ∑ a
j / (x - e j)` has the sign opposite to that of `x - e k`. -/
theorem sign_near_pole (he : Function.Injective e) (hV : 0 < V) (k : Fin n) (ha : 0 < a k) :
    ∃ δ > 0, ∀ x, x ≠ e k → |x - e k| < δ → (x - e k) * (1 - V * poleSum e a x) < 0 := by
  -- `h` is the continuous extension of the product across the pole
  obtain ⟨h, hh⟩ : ∃ h : ℝ → ℝ, ∀ x, h x =
      (x - e k) * (1 - V * ∑ j ∈ univ.erase k, a j / (x - e j)) - V * a k :=
    ⟨_, fun _ => rfl⟩
  have hs : ContinuousAt (fun x => ∑ j ∈ univ.erase k, a j / (x - e j)) (e k) := by
    refine tendsto_finsetSum _ fun j hj => ?_
    have hjk : e k - e j ≠ 0 :=
      sub_ne_zero.mpr fun hkj => ne_of_mem_erase hj (he hkj).symm
    have : ContinuousAt (fun x : ℝ => a j / (x - e j)) (e k) :=
      ContinuousAt.div (by fun_prop) (by fun_prop) hjk
    exact this
  have hc : ContinuousAt h (e k) := by
    rw [funext hh]
    have h1 : ContinuousAt (fun x : ℝ => x - e k) (e k) := by fun_prop
    exact (h1.mul (continuousAt_const.sub (continuousAt_const.mul hs))).sub continuousAt_const
  have h0 : h (e k) < 0 := by
    rw [hh, sub_self, zero_mul]
    linarith [mul_pos hV ha]
  have hev : ∀ᶠ x in nhds (e k), h x < 0 := hc.preimage_mem_nhds (Iio_mem_nhds h0)
  obtain ⟨δ, hδ, H⟩ := Metric.eventually_nhds_iff.mp hev
  refine ⟨δ, hδ, fun x hx hxd => ?_⟩
  have h1 : h x < 0 := H (by rwa [Real.dist_eq])
  have hsplit : poleSum e a x = a k / (x - e k) + ∑ j ∈ univ.erase k, a j / (x - e j) :=
    (add_sum_erase univ (fun j => a j / (x - e j)) (mem_univ k)).symm
  have hne : x - e k ≠ 0 := sub_ne_zero.mpr hx
  have h2 : (x - e k) * (a k / (x - e k)) = a k := by field_simp
  rw [hh] at h1
  rw [hsplit]
  linear_combination h1 - V * h2

/-- For `V > 0`, positive weights and strictly increasing levels: above each bare level, and below
all higher ones, lies a solution of the secular equation. -/
theorem exists_root_above (he : StrictMono e) (ha : ∀ k, 0 < a k) (hV : 0 < V) (k : Fin n) :
    ∃ x, IsSecularRoot e a V x ∧ e k < x ∧ ∀ l, k < l → x < e l := by
  -- a point where the pole sum is already too small
  have hq : ∃ q, e k < q ∧ V * poleSum e a q < 1 ∧ ∀ l, k < l → q < e l := by
    by_cases hk : k.val + 1 < n
    · obtain ⟨m, hm⟩ : ∃ m : Fin n, m.val = k.val + 1 := ⟨⟨_, hk⟩, rfl⟩
      have hkm : e k < e m := he (Fin.lt_def.mpr (by omega))
      obtain ⟨δ, hδ, H⟩ := sign_near_pole he.injective hV m (ha m)
      have hr : 0 < min δ (e m - e k) := lt_min hδ (by linarith)
      have hr1 := min_le_left δ (e m - e k)
      have hr2 := min_le_right δ (e m - e k)
      generalize min δ (e m - e k) = r at hr hr1 hr2
      have h1 := H (e m - r / 2) (by linarith) (by rw [abs_lt]; constructor <;> linarith)
      refine ⟨e m - r / 2, by linarith, ?_, fun l hl => ?_⟩
      · by_contra hcon
        nlinarith
      · have : e m ≤ e l := he.monotone (Fin.le_def.mpr (by have := Fin.lt_def.mp hl; omega))
        linarith
    · have hA : 0 ≤ V * ∑ j, a j := mul_nonneg hV.le (sum_nonneg fun j _ => (ha j).le)
      have hD : 0 < V * ∑ j, a j + 1 := by linarith
      refine ⟨e k + (V * ∑ j, a j + 1), by linarith, ?_, fun l hl => ?_⟩
      · have hle : poleSum e a (e k + (V * ∑ j, a j + 1)) ≤
            ∑ j, a j / (V * ∑ i, a i + 1) := by
          refine sum_le_sum fun j _ => ?_
          have hj : e j ≤ e k := he.monotone (Fin.le_def.mpr (by have := j.2; omega))
          exact div_le_div_of_nonneg_left (ha j).le hD (by linarith)
        rw [← sum_div] at hle
        calc _ ≤ V * ((∑ j, a j) / (V * ∑ i, a i + 1)) := mul_le_mul_of_nonneg_left hle hV.le
          _ = (V * ∑ j, a j) / (V * ∑ i, a i + 1) := by ring
          _ < 1 := by rw [div_lt_one hD]; linarith
      · have := Fin.lt_def.mp hl
        have := l.2
        omega
  obtain ⟨q, hkq, hq1, hql⟩ := hq
  -- a point just above the level, where the pole sum is too large
  obtain ⟨δ, hδ, H⟩ := sign_near_pole he.injective hV k (ha k)
  have hr : 0 < min δ (q - e k) := lt_min hδ (by linarith)
  have hr1 := min_le_left δ (q - e k)
  have hr2 := min_le_right δ (q - e k)
  generalize min δ (q - e k) = r at hr hr1 hr2
  have h1 := H (e k + r / 2) (by linarith) (by rw [abs_lt]; constructor <;> linarith)
  have hp1 : 1 < V * poleSum e a (e k + r / 2) := by
    by_contra hcon
    nlinarith
  have hno : ∀ x ∈ Set.Icc (e k + r / 2) q, ∀ j, x ≠ e j := by
    intro x hx j
    rcases le_or_gt j k with hj | hj
    · have := he.monotone hj
      exact ne_of_gt (by linarith [hx.1])
    · exact ne_of_lt (lt_of_le_of_lt hx.2 (hql j hj))
  have hcont : ContinuousOn (fun x => V * poleSum e a x) (Set.Icc (e k + r / 2) q) := by
    unfold poleSum
    exact continuousOn_const.mul (continuousOn_finsetSum _ fun j _ =>
      ContinuousOn.div (by fun_prop) (by fun_prop) fun x hx => sub_ne_zero.mpr (hno x hx j))
  obtain ⟨x, hx, hx1⟩ := intermediate_value_Icc' (by linarith) hcont ⟨hq1.le, hp1.le⟩
  exact ⟨x, ⟨hno x hx, hx1⟩, by linarith [hx.1], fun l hl => lt_of_le_of_lt hx.2 (hql l hl)⟩

/-- Off the bare levels, the secular polynomial is `∏ (z - e k)` times
`1 - V ∑ a k / (z - e k)`, for real and for complex energies alike. -/
theorem aeval_secularPoly {K : Type*} [Field K] [Algebra ℝ K] (z : K)
    (hz : ∀ k, z ≠ algebraMap ℝ K (e k)) :
    aeval z (secularPoly e a V) = (∏ k, (z - algebraMap ℝ K (e k))) *
      (1 - algebraMap ℝ K V * ∑ k, algebraMap ℝ K (a k) / (z - algebraMap ℝ K (e k))) := by
  simp only [secularPoly, map_sub, map_mul, map_prod, map_sum, aeval_X, aeval_C]
  rw [mul_sub, mul_one, mul_left_comm, mul_sum univ _ (∏ k, (z - algebraMap ℝ K (e k)))]
  congr 2
  refine sum_congr rfl fun k _ => ?_
  have hk := sub_ne_zero.mpr (hz k)
  have hp : (z - algebraMap ℝ K (e k)) * ∏ j ∈ univ.erase k, (z - algebraMap ℝ K (e j)) =
      ∏ j, (z - algebraMap ℝ K (e j)) :=
    mul_prod_erase univ (fun j => z - algebraMap ℝ K (e j)) (mem_univ k)
  rw [← hp]
  field_simp

/-- A product over all levels but one has degree `n - 1`. -/
theorem degree_prod_erase (e : Fin n → ℝ) (k : Fin n) :
    (∏ j ∈ univ.erase k, (X - C (e j))).degree = ((n - 1 : ℕ) : WithBot ℕ) := by
  rw [degree_prod]
  simp only [degree_X_sub_C, sum_const, card_erase_of_mem (mem_univ k), card_univ,
    Fintype.card_fin, nsmul_one]

/-- Any `n` distinct solutions of the secular equation factor the secular polynomial. -/
theorem secularPoly_eq_prod {x : Fin n → ℝ} (hx : Function.Injective x)
    (hr : ∀ k, IsSecularRoot e a V (x k)) : secularPoly e a V = ∏ k, (X - C (x k)) := by
  have hdeg : ∀ f : Fin n → ℝ, (∏ k, (X - C (f k))).degree = (n : WithBot ℕ) := by
    intro f
    rw [degree_prod]
    simp
  have hmon : ∀ f : Fin n → ℝ, (∏ k, (X - C (f k))).Monic :=
    fun f => monic_prod_of_monic _ _ fun k _ => monic_X_sub_C _
  -- the difference has degree below `n` but vanishes at `n` points
  have hlt : (secularPoly e a V - ∏ k, (X - C (x k))).degree < (n : WithBot ℕ) := by
    rw [secularPoly, sub_right_comm, ← mem_degreeLT]
    refine Submodule.sub_mem _ ?_ ?_
    · rw [mem_degreeLT, ← hdeg e]
      exact Polynomial.degree_sub_lt_left ((hdeg e).trans (hdeg x).symm) (hmon e).ne_zero
        ((hmon e).leadingCoeff.trans (hmon x).leadingCoeff.symm)
    · rw [C_mul']
      refine Submodule.smul_mem _ _ (Submodule.sum_mem _ fun k _ => ?_)
      rw [C_mul']
      refine Submodule.smul_mem _ _ ?_
      rw [mem_degreeLT, degree_prod_erase]
      have hk : n - 1 < n := by have := k.2; omega
      exact_mod_cast hk
  refine eq_of_degree_sub_lt_of_eval_index_eq (v := x) univ hx.injOn (by simpa using hlt) ?_
  intro k _
  have h1 := aeval_secularPoly (e := e) (a := a) (V := V) (x k) (hr k).1
  have h2 : V * ∑ j, a j / (x k - e j) = 1 := (hr k).2
  simp only [Algebra.algebraMap_self, RingHom.id_apply, h2, sub_self, mul_zero,
    coe_aeval_eq_eval] at h1
  rw [h1, eval_prod]
  exact (prod_eq_zero (mem_univ k) (by simp)).symm

/-- For strictly increasing levels with positive weights, the secular equation of a repulsive
separable interaction has exactly `n` real roots, one above each bare level and below the next; the
level shifts add up to `V ∑ a k`. -/
theorem secular_roots (he : StrictMono e) (ha : ∀ k, 0 < a k) (hV : 0 < V) :
    ∃ x : Fin n → ℝ, StrictMono x ∧ (∀ y, IsSecularRoot e a V y ↔ ∃ k, y = x k) ∧
      (∀ k, e k < x k) ∧ (∀ k l, k < l → x k < e l) ∧
      ∑ k, (x k - e k) = V * ∑ k, a k := by
  choose x hr hlow hup using exists_root_above he ha hV
  have hmono : StrictMono x := fun k l hkl => (hup k l hkl).trans (hlow l)
  have hP := secularPoly_eq_prod hmono.injective hr
  refine ⟨x, hmono, fun y => ⟨fun hy => ?_, ?_⟩, hlow, hup, ?_⟩
  · have h1 := aeval_secularPoly (e := e) (a := a) (V := V) y hy.1
    have h2 : V * ∑ j, a j / (y - e j) = 1 := hy.2
    simp only [Algebra.algebraMap_self, RingHom.id_apply, h2, sub_self, mul_zero,
      coe_aeval_eq_eval] at h1
    rw [hP, eval_prod, prod_eq_zero_iff] at h1
    obtain ⟨k, -, hk⟩ := h1
    exact ⟨k, by simpa [sub_eq_zero] using hk⟩
  · rintro ⟨k, rfl⟩
    exact hr k
  · -- compare the coefficients of degree `n - 1`
    rcases Nat.eq_zero_or_pos n with hn | hn
    · subst hn
      simp
    have hco : ∀ f : Fin n → ℝ, (∏ k, (X - C (f k))).coeff (n - 1) = -∑ k, f k := by
      intro f
      have := prod_X_sub_C_coeff_card_pred (univ : Finset (Fin n)) f (by simpa using hn)
      simpa using this
    have hone : ∀ k, (∏ j ∈ univ.erase k, (X - C (e j))).coeff (n - 1) = 1 := by
      intro k
      have hm : (∏ j ∈ univ.erase k, (X - C (e j))).Monic :=
        monic_prod_of_monic _ _ fun j _ => monic_X_sub_C _
      have := hm.coeff_natDegree
      rwa [natDegree_eq_of_degree_eq_some (degree_prod_erase e k)] at this
    have h := congrArg (fun p => coeff p (n - 1)) hP
    simp only [secularPoly, coeff_sub, coeff_C_mul, Polynomial.finsetSum_coeff, hco, hone, mul_one] at h
    rw [sum_sub_distrib]
    linarith

/-- At complex energy off the bare levels, `1 - V ∑ a k / (z - e k)` is the product of
`(z - x k) / (z - e k)` over the `n` distinct secular roots `x k`. -/
theorem dispersion_product {x : Fin n → ℝ} (hx : Function.Injective x)
    (hr : ∀ k, IsSecularRoot e a V (x k)) (z : ℂ) (hz : ∀ k, z ≠ (e k : ℂ)) :
    1 - (V : ℂ) * ∑ k, (a k : ℂ) / (z - e k) = ∏ k, (z - x k) / (z - e k) := by
  have h := aeval_secularPoly (e := e) (a := a) (V := V) z hz
  rw [secularPoly_eq_prod hx hr] at h
  simp only [map_prod, map_sub, aeval_X, aeval_C, Complex.coe_algebraMap] at h
  have h0 : ∏ k, (z - (e k : ℂ)) ≠ 0 := prod_ne_zero_iff.mpr fun k _ => sub_ne_zero.mpr (hz k)
  rw [prod_div_distrib, eq_div_iff h0, h]
  ring

end

end SeparableSecular
```

```lean
#print axioms SeparableSecular.eigenvalue_iff_secular
#print axioms SeparableSecular.secular_roots
#print axioms SeparableSecular.dispersion_product
```

```
'SeparableSecular.eigenvalue_iff_secular' depends on axioms: [propext, Classical.choice, Quot.sound]
'SeparableSecular.secular_roots' depends on axioms: [propext, Classical.choice, Quot.sound]
'SeparableSecular.dispersion_product' depends on axioms: [propext, Classical.choice, Quot.sound]
```

## Scope of the theorems and how they are proved

In `secular_roots`, `StrictMono e` means ordered, nondegenerate levels; `ha` says that every level couples, and `hV` that the interaction is repulsive. `IsSecularRoot` requires x to differ from every level. The equivalence in the conclusion says that the family `x` lists all such roots and nothing else.

`eigenvalue_iff_secular` links roots to eigenvalues off the levels, for either sign of V. `dispersion_product` takes n distinct secular roots as a hypothesis, which `secular_roots` supplies under its own assumptions.

`sign_near_pole` extends the isolated-pole expression continuously across the level. `exists_root_above` finds the two bracketing points and applies `intermediate_value_Icc'`; `choose` then picks one root per level. `aeval_secularPoly` clears denominators for real and complex arguments together. `secularPoly_eq_prod` shows that P − ∏_k (x − x_k) has degree below n but n zeros, and `secular_roots` compares coefficients.

Attractive coupling, degenerate or uncoupled levels and a continuum are not treated by `secular_roots`. The theorems concern exact real and complex numbers, so rounding error and the convergence of a root finder need separate analysis, especially when a root lies close to a pole.
